# Image charges give $\frac{q^2}{\varepsilon d}\ln\frac{\varepsilon+1}{2}$ for the polarisation self-energy of a point charge at the centre of a free-standing dielectric slab

A charged defect sits in the middle of a thin film with vacuum on both sides. I model the film as a uniform slab of thickness $d>0$ and permittivity $\varepsilon>0$, and the defect as a point charge $q$, in Gaussian units. The charge polarises both faces, each image is reflected again in the opposite face, and I end up with an infinite series for the energy:

$$\sum_{n\ge 0}\frac{q^2k^{n+1}}{\varepsilon\,(n+1)\,d}=\frac{q^2}{\varepsilon d}\ln\frac{\varepsilon+1}{2},\qquad k=\frac{\varepsilon-1}{\varepsilon+1}.$$

I would like to see this made rigorous and checked by machine, including the convergence. I would also like the image charges to be tested against the boundary conditions at a face, and not merely written down. Can this be done in Lean?

## The images satisfy the face conditions, and their energies sum to a logarithm

Yes. The derivation has two parts: the image charges are matched at a face of the slab, and then their potential is evaluated at the centre.

### Matching the fields at the upper face

Let the slab occupy $|z|<d/2$, with the charge at the origin. A unit charge in vacuum has, at lateral distance $\rho$ and height $z$, the potential and normal field

$$\phi(z)=\frac{1}{\sqrt{\rho^2+z^2}},\qquad E(z)=-\frac{\partial\phi}{\partial z}=\frac{z}{(\rho^2+z^2)^{3/2}}.$$

Write $K$ for either of them at fixed $\rho$. Inside the slab, take the source together with images $qk^{n+1}$ at $\pm(n+1)d$, for $n\ge0$, all screened by $\varepsilon$:

$$K_{\rm in}(z)=\frac q\varepsilon K(z)+\sum_{n\ge0}\frac{qk^{n+1}}{\varepsilon}\bigl[K(z-(n+1)d)+K(z+(n+1)d)\bigr].$$

Above the slab, take charges $2qk^n/(\varepsilon+1)$ at heights $-nd$:

$$K_{\rm out}(z)=\frac{2q}{\varepsilon+1}\sum_{n\ge0}k^nK(z+nd).$$

Since $-(\varepsilon+1)<\varepsilon-1<\varepsilon+1$ for every $\varepsilon>0$, we have $|k|<1$. For $z\ge d/2$ the potential $\phi$ is at most $2/d$ and the field $E$ at most $4/d^2$. The series

$$S=\sum_{n\ge0}k^nK\bigl(\tfrac d2+nd\bigr)$$

therefore converges by comparison with a geometric series.

Now set $z=d/2$ and let $K$ have parity $\sigma$, meaning $K(-x)=\sigma K(x)$. Measured from an image above the face, the height of the face is

$$\tfrac d2-(n+1)d=-\bigl(\tfrac d2+nd\bigr),$$

so the images above contribute $\frac q\varepsilon\,\sigma k\,S$. The source and the images below contribute

$$\frac q\varepsilon\Bigl[K\bigl(\tfrac d2\bigr)+\sum_{n\ge0}k^{n+1}K\bigl(\tfrac d2+(n+1)d\bigr)\Bigr]=\frac q\varepsilon S.$$

Together,

$$K_{\rm in}\bigl(\tfrac d2\bigr)=\frac q\varepsilon(1+\sigma k)\,S.$$

The potential is even, so $\sigma=1$. From $1+k=2\varepsilon/(\varepsilon+1)$ the prefactor is $2q/(\varepsilon+1)$, which is the one above the slab, and the potential is continuous. The normal field is odd, so $\sigma=-1$. From $1-k=2/(\varepsilon+1)$, the displacement $\varepsilon E_{\rm in}$ has the prefactor $q(1-k)=2q/(\varepsilon+1)$, again the one above the slab, and the normal displacement is continuous.

### Summing the energy at the centre

The image charges are proportional to $q$, so charging the defect up from zero costs half of $q$ times the final image potential at the source. Both images of a pair lie at distance $(n+1)d$, and the pair contributes

$$\frac q2\cdot\frac{qk^{n+1}}{\varepsilon}\cdot\frac{2}{(n+1)d}=\frac{q^2k^{n+1}}{\varepsilon(n+1)d}.$$

With $\sum_{n\ge0}k^{n+1}/(n+1)=-\ln(1-k)$ for $|k|<1$, and $1-k=2/(\varepsilon+1)$, the total is

$$W=\frac{q^2}{\varepsilon d}\ln\frac{\varepsilon+1}{2}.$$

For $q\neq0$ the prefactor is positive, so $W>0$ exactly when $(\varepsilon+1)/2>1$, that is, when $\varepsilon>1$. The direct term $\frac q\varepsilon K$ is left out of $W$, which is thus measured relative to the same charge in an infinite medium of permittivity $\varepsilon$. A positive value means that the thin slab screens the charge less well than the bulk does.

### How the Lean definitions describe the slab

- `contrast ε` is $k$. `coulomb ρ` and `coulombField ρ` are $\phi$ and $E$ as functions of height at fixed lateral distance.
- `imageTerm K q ε d z n` is the contribution of the pair at $\pm(n+1)d$. The index starts at zero, as in the formulas above.
- `slabInside` and `slabAbove` are $K_{\rm in}$ and $K_{\rm out}$. Both take the kernel `K` as an argument, so one superposition rule serves the potential and the field.
- `selfEnergy q ε d` is $q/2$ times the image potential at the centre. The factor one half belongs to the definition; the charging argument for it is not formalised.

The theorem `image_series_hasSum` says that for all real $q$ and all $\varepsilon,d>0$ the pair energies form a convergent series with the stated sum. `HasSum` here means convergence irrespective of the order of the terms. `selfEnergy_eq` gives the closed form of $W$, and `selfEnergy_pos_iff` gives its sign for $q\ne0$. `potential_continuous` and `displacement_continuous` state the two matching conditions at $z=d/2$ for every $\rho$.

The matching theorems concern the upper face; the lower one follows from the mirror symmetry of the arrangement. The normal field of the slab is defined by adding the fields of the charges, and the derivative relation $E=-\partial\phi/\partial z$ is proved for a single charge, not for the summed potential. Poisson's equation in each region and the uniqueness of its solution are not part of the file.

The physical model is a sharp-faced slab with a uniform, isotropic, local permittivity. Within that continuum model, and for an isolated slab without periodic replicas or a compensating background, the formula estimates how much the electrostatic energy of a localised defect charge at mid-film exceeds its bulk value.

### The complete file

```lean
import Mathlib

open Real

namespace DielectricSlabImages

noncomputable section

/-- Image factor of a face between permittivity `ε` and vacuum. -/
def contrast (ε : ℝ) : ℝ := (ε - 1) / (ε + 1)

/-- Coulomb potential of a unit charge in vacuum, at lateral distance `ρ` and height `z`. -/
def coulomb (ρ z : ℝ) : ℝ := 1 / √(ρ ^ 2 + z ^ 2)

/-- Component along `z` of the electric field of a unit charge in vacuum. -/
def coulombField (ρ z : ℝ) : ℝ := z / (√(ρ ^ 2 + z ^ 2)) ^ 3

/-- Contribution at height `z` of the two images at `(n+1)d` and `-(n+1)d`, where `K` is the
potential or the field of a unit charge. -/
def imageTerm (K : ℝ → ℝ) (q ε d z : ℝ) (n : ℕ) : ℝ :=
  q * contrast ε ^ (n + 1) / ε * (K (z - ((n : ℝ) + 1) * d) + K (z + ((n : ℝ) + 1) * d))

/-- Potential or field inside the slab: the screened charge at the centre and all its images. -/
def slabInside (K : ℝ → ℝ) (q ε d z : ℝ) : ℝ :=
  q / ε * K z + ∑' n : ℕ, imageTerm K q ε d z n

/-- Potential or field above the slab: charges `2 q kⁿ / (ε + 1)` at heights `-n d`. -/
def slabAbove (K : ℝ → ℝ) (q ε d z : ℝ) : ℝ :=
  2 * q / (ε + 1) * ∑' n : ℕ, contrast ε ^ n * K (z + (n : ℝ) * d)

/-- Polarisation self-energy: half the charge times the potential of its images at the centre. -/
def selfEnergy (q ε d : ℝ) : ℝ :=
  q / 2 * ∑' n : ℕ, imageTerm (coulomb 0) q ε d 0 n

/-- Away from the charge, the normal field is minus the `z`-derivative of the potential. -/
theorem coulomb_hasDerivAt (ρ z : ℝ) (h : 0 < ρ ^ 2 + z ^ 2) :
    HasDerivAt (coulomb ρ) (-coulombField ρ z) z := by
  have h1 : HasDerivAt (fun y : ℝ => ρ ^ 2 + y ^ 2) (2 * z) z := by
    simpa using (hasDerivAt_pow 2 z).const_add (ρ ^ 2)
  have hr : √(ρ ^ 2 + z ^ 2) ≠ 0 := (Real.sqrt_pos.2 h).ne'
  have h3 := (h1.sqrt h.ne').inv hr
  have e : coulomb ρ = fun y => (√(ρ ^ 2 + y ^ 2))⁻¹ := by
    funext y
    simp [coulomb]
  have key : ∀ r : ℝ, r ≠ 0 → -(2 * z / (2 * r)) / r ^ 2 = -(z / r ^ 3) := by
    intro r hr
    field_simp
  rw [e]
  exact h3.congr_deriv (key _ hr)

/-- The image factor has modulus below one for every positive permittivity. -/
theorem abs_contrast_lt_one {ε : ℝ} (hε : 0 < ε) : |contrast ε| < 1 := by
  have h : 0 < ε + 1 := by linarith
  unfold contrast
  rw [abs_lt, lt_div_iff₀ h, div_lt_iff₀ h]
  constructor <;> linarith

/-- On the upper face, for a kernel of parity `σ` that is bounded from `d/2` onwards, the
contributions of the central charge and all its images combine into a single series with prefactor
`(q/ε)(1 + σ k)`. -/
theorem slabInside_face {K : ℝ → ℝ} {σ C ε d : ℝ} (q : ℝ) (hε : 0 < ε) (hd : 0 < d)
    (hK : ∀ x, K (-x) = σ * K x) (hC : ∀ x, d / 2 ≤ x → |K x| ≤ C) :
    slabInside K q ε d (d / 2) = q / ε * (1 + σ * contrast ε) *
      ∑' n : ℕ, contrast ε ^ n * K (d / 2 + (n : ℝ) * d) := by
  -- the series converges by comparison with a geometric one
  have hs : Summable (fun n : ℕ => contrast ε ^ n * K (d / 2 + (n : ℝ) * d)) := by
    refine Summable.of_norm_bounded (g := fun n : ℕ => C * |contrast ε| ^ n)
      ((summable_geometric_of_lt_one (abs_nonneg _) (abs_contrast_lt_one hε)).mul_left C) ?_
    intro n
    have hn : 0 ≤ (n : ℝ) * d := by positivity
    rw [Real.norm_eq_abs, abs_mul, abs_pow, mul_comm]
    exact mul_le_mul_of_nonneg_right (hC _ (by linarith)) (by positivity)
  have hs1 := (summable_nat_add_iff 1).2 hs
  -- each image above the face is the mirror partner of a charge below it
  have hterm : ∀ n : ℕ, imageTerm K q ε d (d / 2) n =
      q / ε * (σ * contrast ε) * (contrast ε ^ n * K (d / 2 + (n : ℝ) * d)) +
      q / ε * (contrast ε ^ (n + 1) * K (d / 2 + ((n + 1 : ℕ) : ℝ) * d)) := by
    intro n
    have h1 : d / 2 - ((n : ℝ) + 1) * d = -(d / 2 + (n : ℝ) * d) := by ring
    unfold imageTerm
    rw [h1, hK]
    push_cast
    ring
  have h0 := hs.tsum_eq_zero_add
  simp only [pow_zero, Nat.cast_zero, zero_mul, add_zero, one_mul] at h0
  unfold slabInside
  rw [tsum_congr hterm, (hs.mul_left _).tsum_add (hs1.mul_left _), tsum_mul_left, tsum_mul_left]
  linear_combination (-(q / ε)) * h0

/-- The total potential, of the central charge and its images inside and of the equivalent charges
above, is continuous across the upper face of the slab. -/
theorem potential_continuous {ε d : ℝ} (q ρ : ℝ) (hε : 0 < ε) (hd : 0 < d) :
    slabInside (coulomb ρ) q ε d (d / 2) = slabAbove (coulomb ρ) q ε d (d / 2) := by
  have hC : ∀ x, d / 2 ≤ x → |coulomb ρ x| ≤ 1 / (d / 2) := by
    intro x hx
    have hx0 : 0 < x := by linarith
    have hr : x ≤ √(ρ ^ 2 + x ^ 2) := (Real.le_sqrt' hx0).2 (by nlinarith [sq_nonneg ρ])
    unfold coulomb
    rw [abs_of_nonneg (by positivity)]
    exact one_div_le_one_div_of_le (by linarith) (hx.trans hr)
  have hc : q / ε * (1 + 1 * contrast ε) = 2 * q / (ε + 1) := by
    have h : ε + 1 ≠ 0 := by linarith
    unfold contrast
    field_simp
    ring
  rw [slabInside_face (σ := 1) q hε hd (fun x => by simp [coulomb]) hC, hc]
  rfl

/-- The normal displacement, `ε` times the field inside and the field itself in vacuum, is
continuous across the upper face of the slab. -/
theorem displacement_continuous {ε d : ℝ} (q ρ : ℝ) (hε : 0 < ε) (hd : 0 < d) :
    ε * slabInside (coulombField ρ) q ε d (d / 2) =
      slabAbove (coulombField ρ) q ε d (d / 2) := by
  have hC : ∀ x, d / 2 ≤ x → |coulombField ρ x| ≤ 1 / (d / 2) ^ 2 := by
    intro x hx
    have hx0 : 0 < x := by linarith
    have hr : x ≤ √(ρ ^ 2 + x ^ 2) := (Real.le_sqrt' hx0).2 (by nlinarith [sq_nonneg ρ])
    unfold coulombField
    generalize √(ρ ^ 2 + x ^ 2) = r at hr ⊢
    have hr0 : 0 < r := by linarith
    rw [abs_of_nonneg (by positivity)]
    calc x / r ^ 3 ≤ r / r ^ 3 := by gcongr
      _ = 1 / r ^ 2 := by field_simp
      _ ≤ 1 / (d / 2) ^ 2 := one_div_le_one_div_of_le (by positivity)
          (pow_le_pow_left₀ (by linarith) (hx.trans hr) 2)
  have hc : ε * (q / ε * (1 + (-1) * contrast ε)) = 2 * q / (ε + 1) := by
    have h : ε + 1 ≠ 0 := by linarith
    unfold contrast
    field_simp
    ring
  rw [slabInside_face (σ := -1) q hε hd (fun x => by simp [coulombField, neg_div]) hC,
    ← mul_assoc, hc]
  rfl

/-- The energy of the central charge with its `(n+1)`-th pair of images is
`q² kⁿ⁺¹ / (ε (n+1) d)`. -/
theorem centre_image_term {d : ℝ} (q ε : ℝ) (hd : 0 < d) (n : ℕ) :
    q / 2 * imageTerm (coulomb 0) q ε d 0 n =
      q ^ 2 * contrast ε ^ (n + 1) / (ε * (((n : ℝ) + 1) * d)) := by
  have hp : 0 < ((n : ℝ) + 1) * d := by positivity
  have h1 : coulomb 0 (0 - ((n : ℝ) + 1) * d) = 1 / (((n : ℝ) + 1) * d) := by
    unfold coulomb
    rw [show (0 : ℝ) ^ 2 + (0 - ((n : ℝ) + 1) * d) ^ 2 = (((n : ℝ) + 1) * d) ^ 2 by ring,
      Real.sqrt_sq hp.le]
  have h2 : coulomb 0 (0 + ((n : ℝ) + 1) * d) = 1 / (((n : ℝ) + 1) * d) := by
    unfold coulomb
    rw [show (0 : ℝ) ^ 2 + (0 + ((n : ℝ) + 1) * d) ^ 2 = (((n : ℝ) + 1) * d) ^ 2 by ring,
      Real.sqrt_sq hp.le]
  unfold imageTerm
  rw [h1, h2]
  generalize ((n : ℝ) + 1) * d = x
  ring

/-- The image-charge energy series of a charge at the centre of the slab converges to
`(q² / (ε d)) ln ((ε + 1) / 2)`. -/
theorem image_series_hasSum {ε d : ℝ} (q : ℝ) (hε : 0 < ε) (hd : 0 < d) :
    HasSum (fun n : ℕ => q / 2 * imageTerm (coulomb 0) q ε d 0 n)
      (q ^ 2 / (ε * d) * Real.log ((ε + 1) / 2)) := by
  have h : ε + 1 ≠ 0 := by linarith
  -- the logarithm series at `k`, with `1 - k = 2 / (ε + 1)`
  have hk : 1 - contrast ε = ((ε + 1) / 2)⁻¹ := by
    unfold contrast
    field_simp
    ring
  have hlog := Real.hasSum_pow_div_log_of_abs_lt_one (abs_contrast_lt_one hε)
  rw [hk, Real.log_inv, neg_neg] at hlog
  have hfun : (fun n : ℕ => q / 2 * imageTerm (coulomb 0) q ε d 0 n) =
      fun n : ℕ => q ^ 2 / (ε * d) * (contrast ε ^ (n + 1) / ((n : ℝ) + 1)) := by
    funext n
    rw [centre_image_term q ε hd n]
    generalize (n : ℝ) + 1 = x
    ring
  rw [hfun]
  exact hlog.mul_left _

/-- The polarisation self-energy of a charge at the centre of a free-standing dielectric slab
is `(q² / (ε d)) ln ((ε + 1) / 2)`. -/
theorem selfEnergy_eq {ε d : ℝ} (q : ℝ) (hε : 0 < ε) (hd : 0 < d) :
    selfEnergy q ε d = q ^ 2 / (ε * d) * Real.log ((ε + 1) / 2) := by
  unfold selfEnergy
  rw [← tsum_mul_left]
  exact (image_series_hasSum q hε hd).tsum_eq

/-- The self-energy of a nonzero central charge is positive exactly when the slab has a larger
permittivity than vacuum. -/
theorem selfEnergy_pos_iff {q ε d : ℝ} (hq : q ≠ 0) (hε : 0 < ε) (hd : 0 < d) :
    0 < selfEnergy q ε d ↔ 1 < ε := by
  have hc : 0 < q ^ 2 / (ε * d) := by positivity
  rw [selfEnergy_eq q hε hd, mul_pos_iff_of_pos_left hc,
    Real.log_pos_iff (by linarith : (0 : ℝ) ≤ (ε + 1) / 2)]
  constructor <;> intro h <;> linarith

end

end DielectricSlabImages
```

```lean
#print axioms DielectricSlabImages.potential_continuous
#print axioms DielectricSlabImages.displacement_continuous
#print axioms DielectricSlabImages.selfEnergy_eq
#print axioms DielectricSlabImages.selfEnergy_pos_iff
```

```
'DielectricSlabImages.potential_continuous' depends on axioms: [propext, Classical.choice, Quot.sound]
'DielectricSlabImages.displacement_continuous' depends on axioms: [propext, Classical.choice, Quot.sound]
'DielectricSlabImages.selfEnergy_eq' depends on axioms: [propext, Classical.choice, Quot.sound]
'DielectricSlabImages.selfEnergy_pos_iff' depends on axioms: [propext, Classical.choice, Quot.sound]
```

### How the Lean proof follows the derivation

`coulomb_hasDerivAt` differentiates $\rho^2+z^2$, then its square root, then the inverse. The local statement `key` simplifies the result to $-z/r^3$ with $r=\sqrt{\rho^2+z^2}$. The hypothesis `0 < ρ ^ 2 + z ^ 2` keeps the point away from the charge.

`abs_contrast_lt_one` multiplies the two inequalities in $-1<k<1$ by $\varepsilon+1>0$, after which both are linear in $\varepsilon$.

`slabInside_face` carries the matching argument for any kernel that has parity $\sigma$ and is bounded by a constant $C$ from $d/2$ onwards:

- `hs` is the convergence of $S$, by comparison with $C|k|^n$, and `hs1` is the same for the series without its first term.
- `hterm` rewrites each image pair by means of $\frac d2-(n+1)d=-(\frac d2+nd)$ and the parity, which splits it into a term of $\sigma kS$ and a term of the shifted series.
- `h0` separates the first term $K(d/2)$ from $S$. The closing `linear_combination` uses it to join the source to the images below the face.

The two continuity theorems apply this lemma with $\sigma=1$ and $\sigma=-1$. In each, `hC` supplies the bound on the kernel, which rests on $x\le\sqrt{\rho^2+x^2}$ for $x>0$, and `hc` is the identity that turns the prefactor into $2q/(\varepsilon+1)$. What remains is the definition of `slabAbove` at the face, so `rfl` finishes both proofs.

`centre_image_term` evaluates the potential of both images of a pair. The square root of $((n+1)d)^2$ is $(n+1)d$ because that distance is positive, and the factor 2 from the pair cancels the one half in the energy.

In `image_series_hasSum`, Mathlib's logarithm series `Real.hasSum_pow_div_log_of_abs_lt_one` is taken at $k$, where $|k|<1$ is already known. The step `hk` writes $1-k$ as the inverse of $(\varepsilon+1)/2$, so that $-\ln(1-k)$ becomes $\ln((\varepsilon+1)/2)$. `hfun` takes the common factor $q^2/(\varepsilon d)$ out of each term, and `mul_left` multiplies the convergent series by it.

`selfEnergy_eq` moves the factor $q/2$ inside the sum and reads off the value from the convergence theorem. `selfEnergy_pos_iff` removes the positive prefactor and uses the fact that, for a nonnegative argument, the logarithm is positive exactly when the argument exceeds one.
